# The mean and variance of a finite Condon band follow from the vertical gap in the initial state

Suppose the mean and width of a molecular band are computed from a list of final vibrational states. If the list stops too early, the missing lines can shift the mean and change the width, and the remaining lines do not say by how much. In the Condon approximation each line is weighted by the squared overlap of its initial and final vibrational states. For finite matrices, both numbers can then be found without any final state. They need only the initial state χ, a normalised eigenvector of the initial Hamiltonian Hg, and the gap V = He − Hg, where He is the final Hamiltonian.

## The band and its weights

```lean
import Mathlib

open Matrix

namespace CondonBandMoments

noncomputable section

variable {n : Type*} [Fintype n] [DecidableEq n]
```

The finite type `n` labels the states of an orthonormal basis, for example grid points along a bond length. A state is a function `n → ℂ`, and a Hamiltonian is a complex matrix.

```lean
/-- The squared norm of a state vector. -/
def sqNorm (v : n → ℂ) : ℝ := ∑ i, ‖v i‖ ^ 2
```

This is ‖v‖² = ∑_i |v_i|².

```lean
/-- The Condon weight of line `k`: the squared overlap of the initial state `χ` with the
final state `φ k`. -/
def condonWeight (φ : n → n → ℂ) (χ : n → ℂ) (k : n) : ℝ := ‖star (φ k) ⬝ᵥ χ‖ ^ 2
```

`star (φ k) ⬝ᵥ χ` is the inner product ⟨φ_k,χ⟩, conjugated on the left. Write p_k = |⟨φ_k,χ⟩|² for the weight. Using it as a line strength is the Condon approximation: the electronic transition dipole is constant over the nuclear coordinates. Frequency prefactors of measured intensities are left out.

```lean
/-- The sum of the transition energies, each times its Condon weight. It is the mean transition
energy when the weights add up to one, as they do in a band. -/
def bandMean (φ : n → n → ℂ) (χ : n → ℂ) (E : n → ℝ) (E0 : ℝ) : ℝ :=
  ∑ k, condonWeight φ χ k * (E k - E0)
```

The mean is m = ∑_k p_k (E_k − E0), with E0 the initial energy and E_k the final ones.

```lean
/-- The sum of the squared deviations of the transition energies from `bandMean`, each times its
Condon weight. It is the variance when the weights add up to one, as they do in a band. -/
def bandVariance (φ : n → n → ℂ) (χ : n → ℂ) (E : n → ℝ) (E0 : ℝ) : ℝ :=
  ∑ k, condonWeight φ χ k * (E k - E0 - bandMean φ χ E E0) ^ 2
```

The variance is ∑_k p_k (E_k − E0 − m)². Both definitions use only line positions and weights.

```lean
/-- The inner product of `χ` with `(He - Hg) χ`. For a unit vector `χ` it is the vertical gap
`He - Hg` averaged over the state `χ`. -/
def averagedGap (Hg He : Matrix n n ℂ) (χ : n → ℂ) : ℂ := star χ ⬝ᵥ ((He - Hg) *ᵥ χ)
```

This is ⟨χ,Vχ⟩. Its type is complex; that it is real in a band will follow from the mean.

```lean
/-- The setting of a molecular band: a unit eigenvector `χ` of `Hg` with energy `E0`, and
orthonormal eigenvectors `φ k` of the Hermitian matrix `He` with energies `E k`. -/
structure IsBand (Hg He : Matrix n n ℂ) (χ : n → ℂ) (E0 : ℝ)
    (φ : n → n → ℂ) (E : n → ℝ) : Prop where
  hermitian : He.IsHermitian
  unit : sqNorm χ = 1
  initial : Hg *ᵥ χ = (E0 : ℂ) • χ
  orthonormal : ∀ j k, star (φ j) ⬝ᵥ φ k = if j = k then 1 else 0
  final : ∀ k, He *ᵥ φ k = (E k : ℂ) • φ k
```

`IsBand` collects the hypotheses: He is Hermitian, χ is a unit vector with Hg χ = E0 χ, and the φ_k are orthonormal with He φ_k = E_k φ_k. There are as many φ_k as basis states. Hg need not be Hermitian, but E0 is real. There is one initial state, so no thermal average.

## Completeness of the final states

```lean
/-- A complex number times its conjugate is its squared modulus. -/
lemma star_mul_self_eq (z : ℂ) : star z * z = ((‖z‖ ^ 2 : ℝ) : ℂ) := by
  have h := Complex.normSq_eq_conj_mul_self (z := z)
  rw [Complex.sq_norm]
  exact h.symm
```

This is z* z = |z|², with the right side read as a complex number.

```lean
/-- Resolution of the identity: for an orthonormal family `φ` indexed by `n`, the inner product of
`u` and `v` is the sum over `k` of the conjugated overlap of `φ k` with `u` times the overlap of
`φ k` with `v`. -/
theorem resolution {φ : n → n → ℂ}
    (h : ∀ j k, star (φ j) ⬝ᵥ φ k = if j = k then 1 else 0) (u v : n → ℂ) :
    ∑ k, star (star (φ k) ⬝ᵥ u) * (star (φ k) ⬝ᵥ v) = star u ⬝ᵥ v := by
  -- the matrix with columns `φ k` is unitary
  let U : Matrix n n ℂ := Matrix.of fun i k => φ k i
  have hU : Uᴴ * U = 1 := by
    ext j k
    rw [Matrix.one_apply, ← h j k]
    rfl
  have hU' : U * Uᴴ = 1 := mul_eq_one_comm.mp hU
  have hstar : ∀ k, star (star (φ k) ⬝ᵥ u) = star u ⬝ᵥ φ k := by
    intro k
    simp only [dotProduct, star_sum, Pi.star_apply, star_mul', star_star]
    exact Finset.sum_congr rfl fun i _ => mul_comm _ _
  calc ∑ k, star (star (φ k) ⬝ᵥ u) * (star (φ k) ⬝ᵥ v)
      = (star u ᵥ* U) ⬝ᵥ (Uᴴ *ᵥ v) := by
        simp only [hstar]
        rfl
    _ = star u ⬝ᵥ v := by
        rw [← Matrix.dotProduct_mulVec, Matrix.mulVec_mulVec, hU', Matrix.one_mulVec]
```

In ordinary notation,

∑_k ⟨φ_k,u⟩* ⟨φ_k,v⟩ = ⟨u,v⟩.

Let U be the matrix with columns φ_k. Orthonormality says U†U = 1. Since U is square, UU† = 1 as well, which is the step `mul_eq_one_comm`. The left side is u†UU†v, hence u†v.

```lean
/-- Parseval's identity: the squared overlaps of a vector with an orthonormal family of `n`
states in the `n`-dimensional space add up to its squared norm. -/
theorem parseval {φ : n → n → ℂ}
    (h : ∀ j k, star (φ j) ⬝ᵥ φ k = if j = k then 1 else 0) (u : n → ℂ) :
    ∑ k, ‖star (φ k) ⬝ᵥ u‖ ^ 2 = sqNorm u := by
  have r := resolution h u u
  unfold sqNorm
  apply Complex.ofReal_injective
  simp only [Complex.ofReal_sum, ← star_mul_self_eq]
  exact r
```

Setting v = u gives Parseval's identity, ∑_k |⟨φ_k,u⟩|² = ‖u‖². The proof compares the two real numbers after embedding them in ℂ.

## From the gap to the moments

```lean
omit [DecidableEq n] in
/-- A Hermitian matrix acts to the left on its eigenvector by the real eigenvalue. -/
lemma eigen_left {H : Matrix n n ℂ} (hH : H.IsHermitian) {f : n → ℂ} {e : ℝ}
    (hf : H *ᵥ f = (e : ℂ) • f) (u : n → ℂ) :
    star f ⬝ᵥ (H *ᵥ u) = (e : ℂ) * (star f ⬝ᵥ u) := by
  have h := congrArg star hf
  have he : star (e : ℂ) = e := Complex.conj_ofReal e
  rw [Matrix.star_mulVec, hH.eq, star_smul, he] at h
  rw [Matrix.dotProduct_mulVec, h, smul_dotProduct, smul_eq_mul]
```

For Hermitian H with Hf = ef and e real,

⟨f,Hu⟩ = ⟨Hf,u⟩ = e⟨f,u⟩.

Lean conjugates the eigenvalue equation and uses `hH.eq`, which says H† = H.

```lean
variable {Hg He : Matrix n n ℂ} {χ : n → ℂ} {E0 : ℝ} {φ : n → n → ℂ} {E : n → ℝ}

/-- The matrix element of `He - Hg` between `φ k` and `χ` is the transition energy times
the overlap of the two states. -/
theorem gap_amplitude (h : IsBand Hg He χ E0 φ E) (k : n) :
    star (φ k) ⬝ᵥ ((He - Hg) *ᵥ χ) = ((E k - E0 : ℝ) : ℂ) * (star (φ k) ⬝ᵥ χ) := by
  rw [Matrix.sub_mulVec, h.initial, dotProduct_sub, eigen_left h.hermitian (h.final k),
    dotProduct_smul, smul_eq_mul]
  push_cast
  ring
```

Apply this to He and use Hg χ = E0 χ:

⟨φ_k,Vχ⟩ = ⟨φ_k,He χ⟩ − ⟨φ_k,Hg χ⟩ = (E_k − E0)⟨φ_k,χ⟩.

The `rw` line makes these substitutions, and `ring` collects the factor.

```lean
/-- The mean transition energy of the band is the averaged vertical gap. -/
theorem mean_eq_gap (h : IsBand Hg He χ E0 φ E) :
    (bandMean φ χ E E0 : ℂ) = averagedGap Hg He χ := by
  unfold averagedGap bandMean condonWeight
  rw [← resolution h.orthonormal χ ((He - Hg) *ᵥ χ), Complex.ofReal_sum]
  refine Finset.sum_congr rfl fun k _ => ?_
  rw [gap_amplitude h, Complex.ofReal_mul, ← star_mul_self_eq]
  ring
```

Insert the resolution of the identity into the averaged gap:

⟨χ,Vχ⟩ = ∑_k ⟨φ_k,χ⟩* ⟨φ_k,Vχ⟩ = ∑_k (E_k − E0) p_k = m.

`Finset.sum_congr` reduces the equality of sums to one line k at a time.

```lean
/-- The variance of the band is the squared norm of the gap fluctuation acting on `χ`. -/
theorem variance_eq (h : IsBand Hg He χ E0 φ E) :
    bandVariance φ χ E E0 = sqNorm ((He - Hg) *ᵥ χ - averagedGap Hg He χ • χ) := by
  rw [← parseval h.orthonormal, ← mean_eq_gap h]
  unfold bandVariance condonWeight
  refine Finset.sum_congr rfl fun k _ => ?_
  have ha : star (φ k) ⬝ᵥ ((He - Hg) *ᵥ χ - (bandMean φ χ E E0 : ℂ) • χ)
      = ((E k - E0 - bandMean φ χ E E0 : ℝ) : ℂ) * (star (φ k) ⬝ᵥ χ) := by
    rw [dotProduct_sub, gap_amplitude h, dotProduct_smul, smul_eq_mul]
    push_cast
    ring
  rw [ha, norm_mul, mul_pow, Complex.norm_real, Real.norm_eq_abs, sq_abs, mul_comm]
```

Subtracting m⟨φ_k,χ⟩ from the amplitude gives the step called `ha`:

⟨φ_k,(V − m)χ⟩ = (E_k − E0 − m)⟨φ_k,χ⟩.

Take squared moduli and sum over k. By Parseval the left side becomes ‖(V − m)χ‖², and the right side is the variance.

```lean
/-- Sum rules of a molecular band: the Condon weights add up to one, the mean transition
energy is the averaged vertical gap, and the variance is the squared norm of the gap
fluctuation acting on the initial state. -/
theorem condon_sum_rules (h : IsBand Hg He χ E0 φ E) :
    ∑ k, condonWeight φ χ k = 1 ∧
    (bandMean φ χ E E0 : ℂ) = averagedGap Hg He χ ∧
    bandVariance φ χ E E0 = sqNorm ((He - Hg) *ᵥ χ - averagedGap Hg He χ • χ) :=
  ⟨(parseval h.orthonormal χ).trans h.unit, mean_eq_gap h, variance_eq h⟩
```

The main theorem joins three statements: ∑_k p_k = 1, which is Parseval for the unit vector χ, and the formulas for the mean and the variance.

In a calculation for a diatomic molecule on a grid, with the same kinetic-energy matrix in both electronic states, V is diagonal with entries V_i = Ue(R_i) − Ug(R_i), the difference of the potential curves. Then

m = ∑_i |χ_i|² V_i,  variance = ∑_i |χ_i|² (V_i − m)².

Two sums over the grid give the mean and variance of this discretised band, with no diagonalisation of He.

## The third moment, the wings and a single line

```lean
/-- The third moment of the transition energies is the matrix element of `He - E0` in the
unnormalized state `(He - Hg) χ`. -/
theorem third_moment (h : IsBand Hg He χ E0 φ E) :
    ((∑ k, condonWeight φ χ k * (E k - E0) ^ 3 : ℝ) : ℂ) =
      star ((He - Hg) *ᵥ χ) ⬝ᵥ
        (He *ᵥ ((He - Hg) *ᵥ χ) - (E0 : ℂ) • ((He - Hg) *ᵥ χ)) := by
  rw [← resolution h.orthonormal, Complex.ofReal_sum]
  refine Finset.sum_congr rfl fun k _ => ?_
  have hr : star ((E k - E0 : ℝ) : ℂ) = ((E k - E0 : ℝ) : ℂ) := Complex.conj_ofReal _
  rw [dotProduct_sub, eigen_left h.hermitian (h.final k), dotProduct_smul, smul_eq_mul,
    gap_amplitude h, star_mul', hr, Complex.ofReal_mul, condonWeight, ← star_mul_self_eq]
  push_cast
  ring
```

With w = Vχ, the third moment about zero transition energy is

∑_k p_k (E_k − E0)³ = ⟨w,(He − E0)w⟩.

Expand the right side in the φ_k: each amplitude of w supplies one factor E_k − E0, and He − E0 supplies the third. The vector w is not normalised. If w ≠ 0, the moment is ‖w‖² times the mean of He − E0 in the state w/‖w‖.

```lean
/-- Chebyshev bound for the band: the total weight of lines at least `δ ≥ 0` away from the
band mean, times `δ ^ 2`, is at most the squared norm of the gap fluctuation on `χ`. -/
theorem wing_intensity_le (h : IsBand Hg He χ E0 φ E) {δ : ℝ} (hδ : 0 ≤ δ) :
    δ ^ 2 * ∑ k with δ ≤ |E k - E0 - bandMean φ χ E E0|, condonWeight φ χ k ≤
      sqNorm ((He - Hg) *ᵥ χ - averagedGap Hg He χ • χ) := by
  have hw : ∀ k, 0 ≤ condonWeight φ χ k := fun k => sq_nonneg _
  rw [← variance_eq h, Finset.mul_sum]
  unfold bandVariance
  -- compare line by line in the wings, then add the remaining lines
  refine (Finset.sum_le_sum fun k hk => ?_).trans
    (Finset.sum_le_sum_of_subset_of_nonneg (Finset.filter_subset _ _)
      fun k _ _ => mul_nonneg (hw k) (sq_nonneg _))
  have hd := (pow_le_pow_left₀ hδ (Finset.mem_filter.mp hk).2 2).trans_eq (sq_abs _)
  rw [mul_comm]
  exact mul_le_mul_of_nonneg_left hd (hw k)
```

This is Chebyshev's bound. For a line at distance at least δ from m, δ² p_k ≤ p_k (E_k − E0 − m)². Summing over these lines and adding the other nonnegative terms gives at most the variance. For δ > 0, the weight in the wings is therefore at most ‖(V − m)χ‖²/δ².

```lean
/-- All lines of nonzero weight lie at the band mean exactly when `χ` is an eigenvector of
`He - Hg` with the averaged gap as eigenvalue. -/
theorem single_line_iff (h : IsBand Hg He χ E0 φ E) :
    (∀ k, condonWeight φ χ k ≠ 0 → E k - E0 = bandMean φ χ E E0) ↔
      (He - Hg) *ᵥ χ = averagedGap Hg He χ • χ := by
  constructor
  · intro hs
    have h0 : bandVariance φ χ E E0 = 0 := by
      unfold bandVariance
      refine Finset.sum_eq_zero fun k _ => ?_
      by_cases hw : condonWeight φ χ k = 0
      · rw [hw, zero_mul]
      · rw [hs k hw]
        ring
    rw [variance_eq h] at h0
    unfold sqNorm at h0
    have hz := (Finset.sum_eq_zero_iff_of_nonneg (fun i _ => sq_nonneg _)).mp h0
    apply sub_eq_zero.mp
    funext i
    exact norm_eq_zero.mp ((pow_eq_zero_iff two_ne_zero).mp (hz i (Finset.mem_univ i)))
  · intro hs k hw
    have ha := gap_amplitude h k
    rw [hs, dotProduct_smul, smul_eq_mul, ← mean_eq_gap h] at ha
    have hne : star (φ k) ⬝ᵥ χ ≠ 0 := fun h0 => hw (by simp [condonWeight, h0])
    exact (Complex.ofReal_injective (mul_right_cancel₀ hne ha)).symm
```

If every line of nonzero weight lies at m, the variance is zero, so each component of (V − m)χ vanishes and Vχ = mχ. Conversely, if Vχ = mχ, the amplitude formula gives (E_k − E0)⟨φ_k,χ⟩ = m⟨φ_k,χ⟩, and a nonzero overlap can be cancelled.

## A two-level band in numbers

```lean
/-- An explicit two-level example: these matrices, vectors and energies satisfy `IsBand`. -/
theorem isBand_witness :
    IsBand (!![1, 0; 0, 2] : Matrix (Fin 2) (Fin 2) ℂ) !![16, -12; -12, 9] ![1, 0] 1
      ![![3 / 5, 4 / 5], ![-4 / 5, 3 / 5]] ![0, 25] where
  hermitian := by
    ext i j
    fin_cases i <;> fin_cases j <;> simp [Matrix.conjTranspose_apply]
  unit := by simp [sqNorm, Fin.sum_univ_two]
  initial := by
    ext i
    fin_cases i <;> simp [Matrix.mulVec, dotProduct, Fin.sum_univ_two]
  orthonormal := by
    intro j k
    -- the entries are real, so conjugation leaves them unchanged
    have h3 : (starRingEnd ℂ) 3 = 3 := Complex.conj_eq_iff_im.mpr (by simp)
    have h4 : (starRingEnd ℂ) 4 = 4 := Complex.conj_eq_iff_im.mpr (by simp)
    have h5 : (starRingEnd ℂ) 5 = 5 := Complex.conj_eq_iff_im.mpr (by simp)
    fin_cases j <;> fin_cases k <;>
      simp [dotProduct, Fin.sum_univ_two, h3, h4, h5] <;> norm_num
  final := by
    intro k
    ext i
    fin_cases k <;> fin_cases i <;>
      simp [Matrix.mulVec, dotProduct, Fin.sum_univ_two] <;> norm_num

end

end CondonBandMoments
```

The theorem confirms, entry by entry, that these matrices and vectors satisfy `IsBand`. The moments are quickly worked out by hand. The lines k = 0 and k = 1 have overlaps 3/5 and −4/5, weights 9/25 and 16/25, and transition energies −1 and 24. Hence

m = (−9 + 384)/25 = 15,

variance = (9·16² + 16·9²)/25 = 144.

From the gap, Vχ = (15, −12). Its inner product with χ = (1, 0) is 15, and (V − 15)χ = (0, −12) has squared norm 144. The negative transition energy belongs to a final level below the initial one, which the hypotheses allow.

```lean
#print axioms CondonBandMoments.condon_sum_rules
#print axioms CondonBandMoments.third_moment
#print axioms CondonBandMoments.wing_intensity_le
#print axioms CondonBandMoments.single_line_iff
```

```
'CondonBandMoments.condon_sum_rules' depends on axioms: [propext, Classical.choice, Quot.sound]
'CondonBandMoments.third_moment' depends on axioms: [propext, Classical.choice, Quot.sound]
'CondonBandMoments.wing_intensity_le' depends on axioms: [propext, Classical.choice, Quot.sound]
'CondonBandMoments.single_line_iff' depends on axioms: [propext, Classical.choice, Quot.sound]
```
